# With a single majority speed, positive spin polarization at velocity powers 0 and 2 implies it at power 1

## Sheets, moments and polarizations

The Fermi surface of a ferromagnet is described here by two spin channels, called majority and minority. Each channel consists of finitely many sheets, and at least one; a half-metal, which has no sheet in one of the channels, is left out. A majority sheet $i$ has a weight $N_i>0$, its density of states at the Fermi level, and a single Fermi speed $v_i>0$. Minority sheets have weights $M_i>0$ and speeds $w_i>0$, with their own index range. The $n$-th velocity moments of the two channels are

$$m_n(N,v)=\sum_i N_i v_i^n,\qquad m_n(M,w)=\sum_i M_i w_i^n ,$$

and the spin polarization of order $n$ is

$$P_n=\frac{m_n(N,v)-m_n(M,w)}{m_n(N,v)+m_n(M,w)} .$$

"Majority" only means the channel that enters $P_n$ with a plus sign.

Three powers matter. $P_0$ compares densities of states. $P_1$ is the weighting for a ballistic contact without interface scattering, where each carrier counts in proportion to its speed. $P_2$ is the weighting for diffusive transport when all sheets have the same relaxation time. For isotropic sheets, projecting the velocity on the current direction multiplies all moments of a given order by the same factor, which cancels in $P_n$.

## What the signs of $P_0$ and $P_2$ say about $P_1$

Suppose that all majority sheets have the same speed $v$, as symmetry-equivalent pockets of constant speed would. Then $P_0>0$ and $P_2>0$ imply $P_1>0$, whatever the number and speeds of the minority sheets. If the majority channel has two sheets of different speeds, the implication fails: some one-sheet minority channel gives $P_0>0$, $P_1<0$ and $P_2>0$.

This bears on the comparison of a polarization computed from a band structure with one inferred from transport. In the present model, with finitely many sheets of constant speed, equal signs of the density-of-states and diffusive values do not in general fix the sign of the ballistic value.

**From polarizations to moments.** All moments are positive, so the denominator of $P_n$ is positive. Hence $P_n>0$ exactly when $m_n(M,w)<m_n(N,v)$, and $P_n<0$ exactly when $m_n(N,v)<m_n(M,w)$.

**One sheet per channel.** Let $N>M$ and $Nv^2>Mw^2$. Multiplying the two inequalities, whose smaller sides are not negative, gives

$$(Mw)^2=M\cdot Mw^2<N\cdot Nv^2=(Nv)^2 .$$

Since $Nv>0$, it follows that $Mw<Nv$.

**Many sheets, one majority speed.** For the minority channel, expanding the products and symmetrizing the double sum gives

$$m_0(M,w)\,m_2(M,w)-m_1(M,w)^2=\tfrac12\sum_{i,j}M_iM_j(w_i-w_j)^2\ge 0 ,$$

which is the Cauchy–Schwarz inequality for the moments. For the majority channel, $m_n(N,v)=\big(\sum_i N_i\big)v^n$, so $m_0(N,v)\,m_2(N,v)=m_1(N,v)^2$. The assumptions $P_0>0$ and $P_2>0$ order the moments of orders 0 and 2. Together these facts give

$$m_1(M,w)^2\le m_0(M,w)\,m_2(M,w)<m_0(N,v)\,m_2(N,v)=m_1(N,v)^2 .$$

Both first moments are positive, so $m_1(M,w)<m_1(N,v)$, and therefore $P_1>0$.

**Two majority speeds.** Let the majority sheets have weights $a,b$ and speeds $u\ne v$. Write $A=a+b$, $B=au+bv$ and $C=au^2+bv^2$ for the moments of orders 0, 1 and 2. Then

$$AC-B^2=ab(u-v)^2>0 .$$

A one-sheet minority channel with weight $M$ and speed $w$ reverses only the middle sign if $M<A$, $Mw>B$ and $Mw^2<C$. Since $B^2/C<A$, there is an $M$ with

$$\frac{B^2}{C}<M<A .$$

For this $M$ we have $B^2<MC$. Dividing by $M^2$ gives $(B/M)^2<C/M$, so there is a $w$ with

$$\frac BM<w<\sqrt{\frac CM}.$$

The lower bound gives $Mw>B$ and the upper bound gives $Mw^2<C$.

**Numbers.** Take majority weights $10$ and $1$ with speeds $1$ and $40$, in arbitrary units. The moments are $A=11$, $B=50$ and $C=1610$. A minority sheet with $M=10$ and $w=10$ has moments $10$, $100$ and $1000$. The polarizations are

$$P_0=\frac1{21},\qquad P_1=-\frac13,\qquad P_2=\frac{61}{261}.$$

The fast majority sheet supplies 40 of the 50 units of the majority first moment and 1600 of the 1610 units of the second. This is enough to exceed the minority value in the second moment, but not in the first.

## The common speed belongs to the majority channel

A plausible wrong turn is to apply Cauchy–Schwarz to the majority channel. It gives $m_1(N,v)^2\le m_0(N,v)\,m_2(N,v)$, an upper bound on a quantity that has to be bounded from below. The chain of inequalities closes only because a common majority speed turns this bound into an equality. A common speed in the minority channel does not help: in the numerical example the minority channel has just one sheet, and $P_1$ is still negative.

## Channels as finite families in Lean

The file opens with two finite index types, `ι` for the majority sheets and `κ` for the minority sheets. They may have different sizes.

```lean
import Mathlib

open Finset

namespace SpinPolarizationMoments

noncomputable section

variable {ι κ : Type*} [Fintype ι] [Fintype κ]
```

A channel is a pair of real-valued functions on its index type, one for the weights and one for the speeds. The definition of `moment` is the sum above, with a natural number `n` as the power. Positivity is not part of the definition and appears as a hypothesis where it is needed.

```lean
/-- The `n`-th velocity moment of a spin channel whose sheets have weights `N i`
and speeds `v i`. -/
def moment (N v : ι → ℝ) (n : ℕ) : ℝ := ∑ i, N i * v i ^ n
```

The polarization takes the four functions and the power. In every theorem below that mentions it, the two moments are positive, so the quotient has its usual meaning.

```lean
/-- The spin polarization weighted with the `n`-th power of the velocity, for a majority
channel `N, v` and a minority channel `M, w` whose moments have a nonzero sum. -/
def polarization (N v : ι → ℝ) (M w : κ → ℝ) (n : ℕ) : ℝ :=
  (moment N v n - moment M w n) / (moment N v n + moment M w n)
```

The model assigns one number to the speed on each sheet. A speed that varies over a sheet, sheet-dependent relaxation times and spin-dependent interface transmission are not represented. The three transport interpretations are readings of the powers 0, 1 and 2, and the theorems concern the weighted sums themselves.

## Positive moments and the sign of the polarization

A sum of positive terms over a nonempty index type is positive. The assumption `[Nonempty ι]` says that the channel has at least one sheet.

```lean
/-- A channel with at least one sheet and positive weights and speeds has positive
velocity moments. -/
theorem moment_pos [Nonempty ι] {N v : ι → ℝ} (hN : ∀ i, 0 < N i) (hv : ∀ i, 0 < v i)
    (n : ℕ) : 0 < moment N v n :=
  Finset.sum_pos (fun i _ => mul_pos (hN i) (pow_pos (hv i) n)) Finset.univ_nonempty
```

The next theorem is the passage from polarizations to moments. It consists of two equivalences, one for the positive sign and one for the negative. In each, the direction from moments to polarization divides a number of known sign by the positive sum `hS`. The other direction is by contradiction: if the moments were not ordered as claimed, the quotient would have the wrong sign or vanish.

```lean
/-- For positive moments, the polarization is positive exactly when the majority moment
is the larger one, and negative exactly when it is the smaller one. -/
theorem polarization_sign {N v : ι → ℝ} {M w : κ → ℝ} {n : ℕ}
    (hA : 0 < moment N v n) (hB : 0 < moment M w n) :
    (0 < polarization N v M w n ↔ moment M w n < moment N v n) ∧
    (polarization N v M w n < 0 ↔ moment N v n < moment M w n) := by
  have hS := add_pos hA hB
  unfold polarization
  refine ⟨⟨fun h => ?_, fun h => div_pos (by linarith) hS⟩,
    ⟨fun h => ?_, fun h => div_neg_of_neg_of_pos (by linarith) hS⟩⟩
  · by_contra hc
    exact absurd h (not_lt_of_ge
      (div_nonpos_of_nonpos_of_nonneg (by linarith [not_lt.1 hc]) hS.le))
  · by_contra hc
    exact absurd h (not_lt_of_ge (div_nonneg (by linarith [not_lt.1 hc]) hS.le))
```

## Cauchy–Schwarz for the moments

This lemma states $m_1^2\le m_0m_2$ for any channel with nonnegative weights. The speeds may be arbitrary real numbers. Mathlib's form of the Cauchy–Schwarz inequality asks for three facts about each sheet: the terms of the zeroth and second moments are nonnegative, and the squared term of the first moment is at most their product. The last holds with equality, since $(M_iw_i)^2=M_i\cdot M_iw_i^2$, and `ring` verifies it.

```lean
/-- For nonnegative weights, the square of the first velocity moment is at most the product of the
zeroth and second moments. -/
theorem moment_one_sq_le {M w : κ → ℝ} (hM : ∀ i, 0 ≤ M i) :
    moment M w 1 ^ 2 ≤ moment M w 0 * moment M w 2 := by
  unfold moment
  refine Finset.sum_sq_le_sum_mul_sum_of_sq_le_mul _ (fun i _ => ?_) (fun i _ => ?_)
    (fun i _ => ?_)
  · exact mul_nonneg (hM i) (by simp)
  · exact mul_nonneg (hM i) (sq_nonneg _)
  · exact le_of_eq (by ring)
```

## One majority speed, any minority channel

In `polarization_one_pos` the common speed is a single real number `v`, and the majority speeds are the constant function `fun _ => v`. The hypotheses `h0` and `h2` are $P_0>0$ and $P_2>0$, and the conclusion is $P_1>0$. Both channels must have at least one sheet, and all weights and speeds are positive.

The proof first turns `h0` and `h2` into the moment inequalities `k0` and `k2`. The identity `e` expresses each majority moment as the total weight times a power of `v`. The `calc` block is then the chain derived by hand: Cauchy–Schwarz for the minority channel, the product of `k0` and `k2`, and the equality for the majority channel. The lemma `lt_of_pow_lt_pow_left₀` removes the squares, for which it needs only that the larger side, the majority first moment, is nonnegative.

```lean
/-- Let both channels have at least one sheet, with positive weights and speeds. If all majority
sheets share one speed, positive polarization for velocity powers zero and two implies positive
polarization for power one, whatever the minority sheets. -/
theorem polarization_one_pos [Nonempty ι] [Nonempty κ] {N : ι → ℝ} {v : ℝ} {M w : κ → ℝ}
    (hN : ∀ i, 0 < N i) (hv : 0 < v) (hM : ∀ i, 0 < M i) (hw : ∀ i, 0 < w i)
    (h0 : 0 < polarization N (fun _ => v) M w 0)
    (h2 : 0 < polarization N (fun _ => v) M w 2) :
    0 < polarization N (fun _ => v) M w 1 := by
  have pA := moment_pos hN (fun _ : ι => hv)
  have pB := moment_pos hM hw
  have k0 := (polarization_sign (pA 0) (pB 0)).1.1 h0
  have k2 := (polarization_sign (pA 2) (pB 2)).1.1 h2
  -- with a common speed the moments are powers of that speed times the total weight
  have e : ∀ n, moment N (fun _ => v) n = (∑ i, N i) * v ^ n := by
    intro n
    unfold moment
    rw [Finset.sum_mul]
  refine (polarization_sign (pA 1) (pB 1)).1.2 (lt_of_pow_lt_pow_left₀ 2 (pA 1).le ?_)
  calc moment M w 1 ^ 2 ≤ moment M w 0 * moment M w 2 :=
        moment_one_sq_le (fun i => (hM i).le)
    _ < moment N (fun _ => v) 0 * moment N (fun _ => v) 2 :=
        mul_lt_mul'' k0 k2 (pB 0).le (pB 2).le
    _ = moment N (fun _ => v) 1 ^ 2 := by
        rw [e 0, e 1, e 2]
        ring
```

The single-sheet inequality is also stated directly for four real numbers, without polarizations. It assumes $M>0$ and $v>0$; positivity of $N$ follows from $N>M$. No sign is required of $w$, because the comparison of squares needs a nonnegative number only on the larger side. For a physical speed, $w$ is of course positive.

```lean
/-- For one sheet per spin channel, with `M > 0` and `v > 0`, the inequalities `N > M` and `N v² > M
w²` imply `N v > M w`. -/
theorem single_sheet {N v M w : ℝ} (hM : 0 < M) (hv : 0 < v)
    (h0 : M < N) (h2 : M * w ^ 2 < N * v ^ 2) : M * w < N * v := by
  refine lt_of_pow_lt_pow_left₀ 2 (mul_pos (hM.trans h0) hv).le ?_
  calc (M * w) ^ 2 = M * (M * w ^ 2) := by ring
    _ < N * (N * v ^ 2) := mul_lt_mul'' h0 h2 hM.le (by positivity)
    _ = (N * v) ^ 2 := by ring
```

## Fitting a minority sheet into the gap

The construction of the minority sheet is separated from the majority channel that it is meant to beat. Given numbers with $B>0$, $C>0$ and $B^2<AC$, the lemma produces a positive weight $M$ and a positive speed $w$ with $M<A$, $B<Mw$ and $Mw^2<C$.

Each of the two calls to `exists_between` picks a real number strictly between two others. The first chooses $M$ between $B^2/C$ and $A$, and the second chooses $w$ between $B/M$ and $\sqrt{C/M}$. The intermediate statement `hq` is $(B/M)^2<C/M$, which makes the second interval nonempty. The closing lines multiply the bounds on $w$ and $w^2$ by $M$.

```lean
/-- If positive numbers satisfy `B² < A C`, some single sheet has zeroth moment below `A`,
first moment above `B` and second moment below `C`. -/
theorem exists_sheet_between {A B C : ℝ} (hB : 0 < B) (hC : 0 < C) (h : B ^ 2 < A * C) :
    ∃ M w : ℝ, 0 < M ∧ 0 < w ∧ M < A ∧ B < M * w ∧ M * w ^ 2 < C := by
  -- first choose the weight, then the speed
  obtain ⟨M, hM1, hM2⟩ := exists_between ((div_lt_iff₀ hC).2 h)
  have hM : 0 < M := lt_trans (by positivity) hM1
  have hMC : B ^ 2 < M * C := (div_lt_iff₀ hC).1 hM1
  have hq : (B / M) ^ 2 < C / M := by
    rw [div_pow, div_lt_div_iff₀ (by positivity) hM]
    nlinarith [mul_lt_mul_of_pos_right hMC hM]
  have hBM : 0 < B / M := div_pos hB hM
  obtain ⟨w, hw1, hw2⟩ := exists_between ((Real.lt_sqrt hBM.le).2 hq)
  have hw : 0 < w := hBM.trans hw1
  have k1 := (div_lt_iff₀ hM).1 hw1
  have k2 := (lt_div_iff₀ hM).1 ((Real.lt_sqrt hw.le).1 hw2)
  exact ⟨M, w, hM, hw, hM2, by linarith, by linarith⟩
```

## Reversal for every pair of different majority speeds

The theorem `two_speeds_reversal` covers all positive weights `a`, `b` and all positive speeds `u`, `v` with `u ≠ v`. The notation `![a, b]` is a list of two values indexed by two sheets, and `![M]` is a list with one entry. The minority sheet depends on the given majority channel, as the order of the quantifiers says.

The statement `gap` is the strict inequality $B^2<AC$, obtained from the positive product $ab(u-v)^2$. The preceding lemma then supplies $M$ and $w$. The identities `eA` and `eB` write out the moments of the two channels, and `polarization_sign` converts the three moment inequalities into the signs of $P_0$, $P_1$ and $P_2$.

```lean
/-- For every majority channel with two sheets of positive weights and different positive speeds
there is a one-sheet minority channel making the polarization positive for velocity powers zero and
two but negative for power one. -/
theorem two_speeds_reversal {a b u v : ℝ} (ha : 0 < a) (hb : 0 < b) (hu : 0 < u)
    (hv : 0 < v) (huv : u ≠ v) :
    ∃ M w : ℝ, 0 < M ∧ 0 < w ∧
      0 < polarization ![a, b] ![u, v] ![M] ![w] 0 ∧
      polarization ![a, b] ![u, v] ![M] ![w] 1 < 0 ∧
      0 < polarization ![a, b] ![u, v] ![M] ![w] 2 := by
  have hd : 0 < (u - v) ^ 2 :=
    lt_of_le_of_ne (sq_nonneg _) (Ne.symm (pow_ne_zero 2 (sub_ne_zero.2 huv)))
  -- the gap in the moment inequality is a b (u - v)²
  have gap : (a * u + b * v) ^ 2 < (a + b) * (a * u ^ 2 + b * v ^ 2) := by
    nlinarith [mul_pos (mul_pos ha hb) hd]
  obtain ⟨M, w, hM, hw, h0, h1, h2⟩ :=
    exists_sheet_between (by positivity) (by positivity) gap
  have eA : ∀ n, moment ![a, b] ![u, v] n = a * u ^ n + b * v ^ n := by
    intro n
    simp [moment, Fin.sum_univ_two]
  have eB : ∀ n, moment ![M] ![w] n = M * w ^ n := by
    intro n
    simp [moment]
  have pA : ∀ n, 0 < moment ![a, b] ![u, v] n := by
    intro n
    rw [eA]
    positivity
  have pB : ∀ n, 0 < moment ![M] ![w] n := by
    intro n
    rw [eB]
    positivity
  refine ⟨M, w, hM, hw, (polarization_sign (pA 0) (pB 0)).1.2 ?_,
    (polarization_sign (pA 1) (pB 1)).2.2 ?_, (polarization_sign (pA 2) (pB 2)).1.2 ?_⟩
  · rw [eA, eB]
    simpa only [pow_zero, mul_one] using h0
  · rw [eA, eB]
    simpa only [pow_one] using h1
  · rw [eA, eB]
    exact h2
```

The theorem treats exactly two majority sheets. The numerical example is stated separately and does not rely on the general construction: the proof unfolds the definitions, evaluates the sums and checks the three signs by arithmetic.

```lean
/-- Majority weights 10 and 1 with speeds 1 and 40, against minority weight 10 with speed 10,
give positive polarization for velocity powers zero and two and negative for power one. -/
theorem explicit_reversal :
    0 < polarization ![10, 1] ![1, 40] ![10] ![10] 0 ∧
    polarization ![10, 1] ![1, 40] ![10] ![10] 1 < 0 ∧
    0 < polarization ![10, 1] ![1, 40] ![10] ![10] 2 := by
  refine ⟨?_, ?_, ?_⟩ <;> norm_num [polarization, moment, Fin.sum_univ_two]

end

end SpinPolarizationMoments
```

```lean
#print axioms SpinPolarizationMoments.polarization_one_pos
#print axioms SpinPolarizationMoments.single_sheet
#print axioms SpinPolarizationMoments.two_speeds_reversal
#print axioms SpinPolarizationMoments.explicit_reversal
```

```
'SpinPolarizationMoments.polarization_one_pos' depends on axioms: [propext, Classical.choice, Quot.sound]
'SpinPolarizationMoments.single_sheet' depends on axioms: [propext, Classical.choice, Quot.sound]
'SpinPolarizationMoments.two_speeds_reversal' depends on axioms: [propext, Classical.choice, Quot.sound]
'SpinPolarizationMoments.explicit_reversal' depends on axioms: [propext, Classical.choice, Quot.sound]
```
